# On the four points \((\pm1,\pm1)\), no orthonormal basis of the span of \(1, x, y\) diagonalises both coordinates

## Two orders of multiplication

Take the four points \((x,y) = (1,1), (1,-1), (-1,1), (-1,-1)\), numbered \(p = 0,1,2,3\). A grid function is a vector \(v \in \mathbb{C}^4\), and the inner product is \(\langle u, v\rangle = \sum_p \overline{u_p}\, v_p\). On these points \(x^2 = y^2 = 1\), and the sums of \(x\), \(y\) and \(xy\) over the grid vanish. Let \(V\) be the span of \(1, x, y\) and \(P\) the orthogonal projector onto it. The function \(xy\) is orthogonal to \(V\), because its products with \(1, x, y\) are \(xy, y, x\), which all sum to zero.

Start from the function \(y \in V\) and multiply by both coordinates, projecting after each step. Multiplying first by \(y\) gives \(y^2 = 1\), which \(P\) keeps, and multiplying by \(x\) then gives \(x\). In the other order the first product is \(xy\), which \(P\) sends to zero, and the result is zero. Without the intermediate projection both orders give \(x\).

A discrete variable representation (DVR) built by exact joint diagonalisation of the coordinate matrices asks for an orthonormal basis of the chosen function space in which every coordinate has a diagonal matrix, the diagonal entries serving as the coordinates of the DVR points. In the finite model treated here, three functions on four equally weighted points, the polynomials of total degree at most one admit no such basis.

## Projectors and matrix elements in an orthonormal basis

Let the grid be any finite set of points, and let \(B\) be the matrix whose column \(b_a\) is the \(a\)-th basis function. Orthonormality reads \(B^\dagger B = 1\). For a grid function \(f\), let \(D_f\) be the diagonal matrix with entries \(f_p\), and put
\[ P = BB^\dagger, \qquad M_f = P D_f P, \qquad F = B^\dagger D_f B . \]
For a second function \(g\), the matrices \(M_g\) and \(G\) are defined in the same way.

Step 1. \(P\) is the orthogonal projector onto the span of the columns. From \(PB = B(B^\dagger B) = B\) it fixes each column, hence the span. From \(Pv = \sum_a (B^\dagger v)_a\, b_a\) it maps into the span. Since \(P^\dagger = P\), every \(w\) in the span satisfies
\[ \langle w, v - Pv\rangle = \langle Pw, v - Pv\rangle = \langle w, Pv - PPv\rangle = 0 . \]

Step 2. \(P\) depends only on the span. If \(B\) and \(C\) are orthonormal with the same span and projectors \(P_B\) and \(P_C\), then \(P_B C = C\) and \(P_C B = B\). Multiplying on the right by \(C^\dagger\) and \(B^\dagger\) gives \(P_B P_C = P_C\) and \(P_C P_B = P_B\). The adjoint of the first equation is \(P_C P_B = P_C\), so \(P_B = P_C\).

Step 3. \(M_f\) and \(M_g\) commute exactly when \(F\) and \(G\) do. Cancelling \(B^\dagger B = 1\) in the middle gives
\[ M_f M_g = B\,(B^\dagger D_f B)(B^\dagger B)(B^\dagger D_g B)\,B^\dagger = B\,FG\,B^\dagger , \]
and likewise \(M_g M_f = B\,GF\,B^\dagger\). The identity \(B^\dagger (B N B^\dagger) B = N\), for any square matrix \(N\) on the basis indices, recovers \(FG\) and \(GF\) from these.

Step 4. If \(F\) and \(G\) are both diagonal they commute, and by step 3 so do \(M_f\) and \(M_g\).

## The commutator on the four points

Step 5. Write \(g_0 = 1\), \(g_1 = x\), \(g_2 = y\) and \(b_a = g_a/2\). Each \(g_a\) has squared norm \(4\), and the cross products \(x, y, xy\) sum to zero, so the \(b_a\) are orthonormal. They span \(V\) and are linearly independent, since \(Bc = 0\) implies \(c = B^\dagger B c = 0\) for a coefficient vector \(c\). Hence \(\dim V = 3\).

Step 6. The matrix of \(x\) has entries \(X_{ab} = \tfrac14 \sum_p g_a\, x\, g_b\). For \((a,b) = (0,1)\) and \((1,0)\) the summand is \(x^2 = 1\) and the entry is \(1\). For \((0,0), (1,1), (2,2)\) the summand is \(x\), for \((0,2), (2,0)\) it is \(xy\), and for \((1,2), (2,1)\) it is \(y\), so these entries vanish. With \(E_{ab}\) the matrix with a single \(1\) in row \(a\) and column \(b\), this gives \(X = E_{01} + E_{10}\), and exchanging the roles of the coordinates gives \(Y = E_{02} + E_{20}\) for the matrix of \(y\). The only surviving products are \(XY = E_{10}E_{02} = E_{12}\) and \(YX = E_{20}E_{01} = E_{21}\), so
\[ XY - YX = E_{12} - E_{21} \neq 0 . \]
Column \(2\) of this commutator is the computation on \(y\) made at the start.

Step 7. Let \(B\) now be any orthonormal basis of \(V\). By step 2 it has the same \(P\), and therefore the same \(M_x\) and \(M_y\), as the basis of step 5. By steps 3 and 6 these do not commute, and by step 4 the matrices of \(x\) and \(y\) in \(B\) are not both diagonal.

## Grid functions and operators in Lean

The type `n` labels grid points, while `ι` and `κ` label basis functions. All three are finite.

```lean
import Mathlib

open Matrix

namespace MultidimensionalDVR

noncomputable section

variable {n ι κ : Type*} [Fintype n] [DecidableEq n] [Fintype ι] [DecidableEq ι]
  [Fintype κ] [DecidableEq κ]
```

A grid function has type `n → ℂ`. Column \(b_a\) is `Bᵀ a`, so `colSpan B` is the set of complex combinations of the columns.

```lean
/-- The space of grid functions spanned by the columns of `B`. -/
def colSpan (B : Matrix n ι ℂ) : Submodule ℂ (n → ℂ) := Submodule.span ℂ (Set.range Bᵀ)
```

The next definitions are \(P\), \(M_f\) and \(F\), with `Bᴴ` for \(B^\dagger\) and `diagonal f` for \(D_f\). The operator `projMul B f` is a matrix on the whole grid, whereas `fbr B f`, the finite basis representation, carries basis indices. The definitions accept any `B`, and orthonormality enters the theorems about a general `B` as the hypothesis `Bᴴ * B = 1`. That hypothesis uses the plain sum over points as the inner product. Positive quadrature weights \(w_p\) can be included by multiplying row \(p\) of `B` by \(\sqrt{w_p}\).

```lean
/-- The operator `B Bᴴ`, the sum of the ket-bras of the columns of `B`. -/
def proj (B : Matrix n ι ℂ) : Matrix n n ℂ := B * Bᴴ

/-- Multiplication by the grid function `f` sandwiched between two copies of `proj B`. -/
def projMul (B : Matrix n ι ℂ) (f : n → ℂ) : Matrix n n ℂ := proj B * diagonal f * proj B

/-- The matrix elements of multiplication by `f` between the columns of `B`. -/
def fbr (B : Matrix n ι ℂ) (f : n → ℂ) : Matrix ι ι ℂ := Bᴴ * diagonal f * B
```

## The four steps valid on any finite grid

The three clauses of `proj_spec` are those of step 1, with `star w ⬝ᵥ (v - proj B *ᵥ v)` for \(\langle w, v - Pv\rangle\). In the proof `hPB` is \(PB = B\), and `hfix` extends it from columns to the span by induction over sums and scalar multiples. `hmem` expands \(Bc\) as \(\sum_a c_a b_a\) with \(c = B^\dagger v\). The last rewrite replaces \(w\) by \(Pw\), moves \(P\) across with `hH`, and uses \(PPv = Pv\).

```lean
omit [DecidableEq n] in
/-- For orthonormal columns, `proj B` fixes their span, maps every function into it, and
leaves a residual orthogonal to it. -/
theorem proj_spec (B : Matrix n ι ℂ) (hB : Bᴴ * B = 1) :
    (∀ w ∈ colSpan B, proj B *ᵥ w = w) ∧ (∀ v, proj B *ᵥ v ∈ colSpan B) ∧
      ∀ v, ∀ w ∈ colSpan B, star w ⬝ᵥ (v - proj B *ᵥ v) = 0 := by
  have hPB : proj B * B = B := by rw [proj, Matrix.mul_assoc, hB, Matrix.mul_one]
  have hfix : ∀ w ∈ colSpan B, proj B *ᵥ w = w := by
    intro w hw
    induction hw using Submodule.span_induction with
    | mem x hx =>
      obtain ⟨a, rfl⟩ := hx
      funext p
      exact congrFun (congrFun hPB p) a
    | zero => exact Matrix.mulVec_zero _
    | add x y _ _ hx hy => rw [Matrix.mulVec_add, hx, hy]
    | smul a x _ hx => rw [Matrix.mulVec_smul, hx]
  have hmem : ∀ v, proj B *ᵥ v ∈ colSpan B := by
    intro v
    rw [proj, ← Matrix.mulVec_mulVec]
    generalize Bᴴ *ᵥ v = c
    have e : B *ᵥ c = ∑ a, c a • Bᵀ a := by
      funext p
      simp [Matrix.mulVec, dotProduct, Finset.sum_apply, mul_comm]
    rw [e]
    exact Submodule.sum_mem _ fun a _ =>
      Submodule.smul_mem _ _ (Submodule.subset_span ⟨a, rfl⟩)
  refine ⟨hfix, hmem, fun v w hw => ?_⟩
  -- move the Hermitian projector from `w = P w` onto the residual
  have hH : (proj B)ᴴ = proj B := by simp [proj]
  rw [← hfix w hw, Matrix.star_mulVec, ← Matrix.dotProduct_mulVec, hH, Matrix.mulVec_sub,
    hfix _ (hmem v), sub_self, dotProduct_zero]
```

Step 2 allows the two families different index types. `h1` and `h2` are \(P_B C = C\) and \(P_C B = B\), `h3` and `h4` are the two products of projectors, and `h5` is the adjoint of `h3`.

```lean
omit [DecidableEq n] in
/-- Two orthonormal families with the same span give the same projector. -/
theorem proj_eq_of_colSpan_eq (B : Matrix n ι ℂ) (C : Matrix n κ ℂ) (hB : Bᴴ * B = 1)
    (hC : Cᴴ * C = 1) (h : colSpan B = colSpan C) : proj B = proj C := by
  have h1 : proj B * C = C := by
    ext p a
    have hm : Cᵀ a ∈ colSpan B := by
      rw [h]
      exact Submodule.subset_span ⟨a, rfl⟩
    exact congrFun ((proj_spec B hB).1 _ hm) p
  have h2 : proj C * B = B := by
    ext p a
    have hm : Bᵀ a ∈ colSpan C := by
      rw [← h]
      exact Submodule.subset_span ⟨a, rfl⟩
    exact congrFun ((proj_spec C hC).1 _ hm) p
  have h3 : proj B * proj C = proj C := by
    calc proj B * proj C = proj B * C * Cᴴ := by rw [Matrix.mul_assoc]; rfl
      _ = proj C := by rw [h1]; rfl
  have h4 : proj C * proj B = proj B := by
    calc proj C * proj B = proj C * B * Bᴴ := by rw [Matrix.mul_assoc]; rfl
      _ = proj B := by rw [h2]; rfl
  have hHB : (proj B)ᴴ = proj B := by simp [proj]
  have hHC : (proj C)ᴴ = proj C := by simp [proj]
  -- the adjoint of `h3` is compared with `h4`
  have h5 := congrArg conjTranspose h3
  rw [conjTranspose_mul, hHB, hHC] at h5
  exact h4.symm.trans h5
```

In step 3, `key` is \(M_f M_g = B\,FG\,B^\dagger\), proved for all \(f\) and \(g\) so that it serves both orders, and `back` is \(B^\dagger(BNB^\dagger)B = N\). The forward implication uses `back` on both sides, and the reverse is a substitution.

```lean
/-- For orthonormal columns, the projected multiplications by `f` and `g` commute exactly when
their matrices in that basis commute. -/
theorem projMul_comm_iff (B : Matrix n ι ℂ) (hB : Bᴴ * B = 1) (f g : n → ℂ) :
    projMul B f * projMul B g = projMul B g * projMul B f ↔
      fbr B f * fbr B g = fbr B g * fbr B f := by
  have h : ∀ M : Matrix ι n ℂ, Bᴴ * (B * M) = M := fun M => by
    rw [← Matrix.mul_assoc, hB, Matrix.one_mul]
  have key : ∀ f g : n → ℂ, projMul B f * projMul B g = B * (fbr B f * fbr B g) * Bᴴ := by
    intro f g
    simp only [projMul, proj, fbr, Matrix.mul_assoc, h]
  have back : ∀ M : Matrix ι ι ℂ, Bᴴ * (B * M * Bᴴ) * B = M := by
    intro M
    calc Bᴴ * (B * M * Bᴴ) * B = (Bᴴ * B) * M * (Bᴴ * B) := by simp only [Matrix.mul_assoc]
      _ = M := by rw [hB, Matrix.one_mul, Matrix.mul_one]
  rw [key, key]
  constructor
  · intro e
    rw [← back (fbr B f * fbr B g), e, back]
  · intro e
    rw [e]
```

`IsDiag` says that all off-diagonal entries vanish. The calculation for step 4 rewrites each matrix as `diagonal` of its own diagonal and commutes the entries with `mul_comm`.

```lean
/-- If an orthonormal basis makes the matrices of both `f` and `g` diagonal, the projected
multiplications by `f` and `g` commute. -/
theorem projMul_comm_of_isDiag (B : Matrix n ι ℂ) (hB : Bᴴ * B = 1) (f g : n → ℂ)
    (hf : (fbr B f).IsDiag) (hg : (fbr B g).IsDiag) :
    projMul B f * projMul B g = projMul B g * projMul B f := by
  rw [projMul_comm_iff B hB]
  calc fbr B f * fbr B g = diagonal (fbr B f).diag * diagonal (fbr B g).diag := by
        rw [hf.diagonal_diag, hg.diagonal_diag]
    _ = diagonal (fbr B g).diag * diagonal (fbr B f).diag := by
        rw [diagonal_mul_diagonal, diagonal_mul_diagonal]
        congr 1
        funext i
        exact mul_comm _ _
    _ = fbr B g * fbr B f := by rw [hf.diagonal_diag, hg.diagonal_diag]
```

## The four-point space and its explicit basis

The vectors `xc` and `yc` list the coordinates in the order \(p = 0,1,2,3\). `gens a` is the unnormalised \(g_a\), `linSpace` is \(V\), and `frame` holds the normalised columns \(g_a/2\).

```lean
/-- The coordinate `x` on the points (1,1), (1,-1), (-1,1), (-1,-1). -/
def xc : Fin 4 → ℂ := ![1, 1, -1, -1]

/-- The coordinate `y` on the points (1,1), (1,-1), (-1,1), (-1,-1). -/
def yc : Fin 4 → ℂ := ![1, -1, 1, -1]

/-- The three grid functions `1`, `x`, `y`. -/
def gens : Fin 3 → Fin 4 → ℂ := ![fun _ => 1, xc, yc]

/-- The span of `1`, `x`, `y` on the four points. -/
def linSpace : Submodule ℂ (Fin 4 → ℂ) := Submodule.span ℂ (Set.range gens)

/-- The matrix whose columns are `1/2`, `x/2`, `y/2`. -/
def frame : Matrix (Fin 4) (Fin 3) ℂ := Matrix.of fun p a => gens a p / 2
```

Step 4 has an instance on this grid. For the identity matrix, whose columns are the functions supported on single points, the matrices of the coordinates are \(D_x\) and \(D_y\) themselves. This basis spans all four dimensions, including the function \(xy\) that \(V\) lacks.

```lean
/-- The basis of point functions on all four points is orthonormal and makes the matrices of
both coordinates diagonal. -/
theorem projMul_comm_of_isDiag_witness :
    (1 : Matrix (Fin 4) (Fin 4) ℂ)ᴴ * (1 : Matrix (Fin 4) (Fin 4) ℂ) = 1 ∧
      (fbr (1 : Matrix (Fin 4) (Fin 4) ℂ) xc).IsDiag ∧
      (fbr (1 : Matrix (Fin 4) (Fin 4) ℂ) yc).IsDiag := by
  refine ⟨by simp, ?_, ?_⟩ <;>
  · rw [fbr, conjTranspose_one, Matrix.one_mul, Matrix.mul_one]
    exact isDiag_diagonal _
```

`frame_spec` is step 5. `h1` evaluates the nine inner products, `h2` proves both inclusions from \(b_a = \tfrac12 g_a\) and \(g_a = 2 b_a\), and `hli` is the argument \(c = B^\dagger B c = 0\), after which the dimension is the number of columns.

```lean
/-- The functions `1/2`, `x/2`, `y/2` are orthonormal and span the same space as `1`, `x`, `y`,
and this space has dimension three. -/
theorem frame_spec :
    frameᴴ * frame = 1 ∧ colSpan frame = linSpace ∧ Module.finrank ℂ linSpace = 3 := by
  have h1 : frameᴴ * frame = 1 := by
    ext i j
    fin_cases i <;> fin_cases j <;>
      simp [frame, gens, xc, yc, Matrix.mul_apply, Fin.sum_univ_four] <;> norm_num
  have h2 : colSpan frame = linSpace := by
    apply le_antisymm
    · refine Submodule.span_le.2 ?_
      rintro _ ⟨a, rfl⟩
      have e : frameᵀ a = (1 / 2 : ℂ) • gens a := by
        funext p
        change gens a p / 2 = 1 / 2 * gens a p
        ring
      rw [e]
      exact Submodule.smul_mem _ _ (Submodule.subset_span ⟨a, rfl⟩)
    · refine Submodule.span_le.2 ?_
      rintro _ ⟨a, rfl⟩
      have e : gens a = (2 : ℂ) • frameᵀ a := by
        funext p
        change gens a p = 2 * (gens a p / 2)
        ring
      rw [e]
      exact Submodule.smul_mem _ _ (Submodule.subset_span ⟨a, rfl⟩)
  refine ⟨h1, h2, ?_⟩
  -- orthonormal columns are linearly independent
  have hli : LinearIndependent ℂ (fun a => frameᵀ a) := by
    rw [Fintype.linearIndependent_iff]
    intro c hc
    have e : frame *ᵥ c = 0 := by
      rw [← hc]
      funext p
      simp [Matrix.mulVec, dotProduct, Finset.sum_apply, mul_comm]
    have e' : c = 0 := by
      rw [← Matrix.one_mulVec c, ← h1, ← Matrix.mulVec_mulVec, e, Matrix.mulVec_zero]
    exact fun i => congrFun e' i
  rw [← h2]
  exact (finrank_span_eq_card hli).trans (Fintype.card_fin 3)
```

`fbr_frame` is step 6, with rows and columns numbered \(0,1,2\). The auxiliary `e` writes an entry as \(\sum_p \overline{B_{pa}}\, f_p\, B_{pb}\), `hx` and `hy` evaluate it in the nine cases each, and the commutator is multiplied out entry by entry.

```lean
/-- The matrices of `x` and `y` in the basis `1/2`, `x/2`, `y/2`, and their commutator. -/
theorem fbr_frame :
    fbr frame xc = !![0, 1, 0; 1, 0, 0; 0, 0, 0] ∧ fbr frame yc = !![0, 0, 1; 0, 0, 0; 1, 0, 0] ∧
      fbr frame xc * fbr frame yc - fbr frame yc * fbr frame xc
        = !![0, 0, 0; 0, 0, 1; 0, -1, 0] := by
  have e : ∀ f a b, fbr frame f a b = ∑ p, star (frame p a) * f p * frame p b := by
    intro f a b
    rw [fbr, Matrix.mul_apply]
    simp only [mul_diagonal, conjTranspose_apply]
  have hx : fbr frame xc = !![0, 1, 0; 1, 0, 0; 0, 0, 0] := by
    ext i j
    fin_cases i <;> fin_cases j <;> rw [e] <;>
      simp [frame, gens, xc, yc, Fin.sum_univ_four] <;> norm_num
  have hy : fbr frame yc = !![0, 0, 1; 0, 0, 0; 1, 0, 0] := by
    ext i j
    fin_cases i <;> fin_cases j <;> rw [e] <;>
      simp [frame, gens, xc, yc, Fin.sum_univ_four] <;> norm_num
  refine ⟨hx, hy, ?_⟩
  rw [hx, hy]
  ext i j
  fin_cases i <;> fin_cases j <;> simp
```

## Every orthonormal basis of \(V\)

In `no_simultaneous_dvr` the matrix `B` is complex, has four rows, and has columns labelled by an arbitrary finite type `ι`. The hypothesis `hB` makes the columns orthonormal, and `hV` says that they span exactly \(V\). The conclusion is that \(M_x M_y \neq M_y M_x\) as \(4 \times 4\) matrices, and that the matrices of \(x\) and \(y\) in `B` are not both diagonal. A basis that diagonalises only one coordinate is not excluded. The theorem concerns this grid, this space and equal weights. It does not address non-orthonormal families, approximate joint diagonalisation, other subspaces, or functions on a continuous domain with an integral as inner product.

The proof is step 7. `hP` equates the projectors of `B` and `frame`, and `hM` carries this to the projected multiplications. In `hne`, commutation would make the commutator of `fbr_frame` zero through `projMul_comm_iff`, and `c12` reads off its entry in row \(1\), column \(2\), which is \(1\). The second clause follows from `projMul_comm_of_isDiag` by contradiction with `hne`.

```lean
/-- For every orthonormal basis of the span of `1`, `x`, `y` on the four points, the projected
multiplications by `x` and `y` do not commute, and the matrices of `x` and `y` in that basis
are not both diagonal. -/
theorem no_simultaneous_dvr (B : Matrix (Fin 4) ι ℂ) (hB : Bᴴ * B = 1)
    (hV : colSpan B = linSpace) :
    projMul B xc * projMul B yc ≠ projMul B yc * projMul B xc ∧
      ¬ ((fbr B xc).IsDiag ∧ (fbr B yc).IsDiag) := by
  obtain ⟨h1, h2, -⟩ := frame_spec
  -- the projector does not depend on the basis, so the explicit frame decides
  have hP : proj B = proj frame := proj_eq_of_colSpan_eq B frame hB h1 (hV.trans h2.symm)
  have hM : ∀ f, projMul B f = projMul frame f := fun f => by rw [projMul, projMul, hP]
  have hne : projMul B xc * projMul B yc ≠ projMul B yc * projMul B xc := by
    rw [hM, hM]
    intro e
    have c := fbr_frame.2.2
    rw [(projMul_comm_iff frame h1 xc yc).1 e, sub_self] at c
    have c12 := congrFun (congrFun c 1) 2
    simp at c12
  exact ⟨hne, fun h => hne (projMul_comm_of_isDiag B hB xc yc h.1 h.2)⟩

end

end MultidimensionalDVR
```

```lean
#print axioms MultidimensionalDVR.no_simultaneous_dvr
-- 'MultidimensionalDVR.no_simultaneous_dvr' depends on axioms: [propext, Classical.choice, Quot.sound]
```
